# In a closed-shell determinant, the localisation indices plus half the delocalisation indices over ordered pairs of distinct atoms sum to twice the number of occupied orbitals

For a closed-shell determinant with finitely many occupied orbitals, split among finitely many atoms, `total_electron_count` says that all the localisation indices, plus half the delocalisation indices summed over ordered pairs of distinct atoms, give twice the number of occupied orbitals. Each atom has an overlap matrix over those orbitals; these matrices are assumed positive semidefinite, with the identity as their sum. The proof gathers the terms atom by atom and uses `valence_sum_rule` to replace each group by that atom's electron population. It then means to unfold the population as twice the real part of a trace, and to add the matrices up to the identity, whose trace is the number of orbitals.

Lean 4 with Mathlib refuses this proof:

```lean
import Mathlib

open Matrix Finset
open scoped ComplexOrder MatrixOrder

namespace ValenceSumRules

noncomputable section

variable {ι n : Type*} [Fintype ι] [DecidableEq ι] [Fintype n] [DecidableEq n]

/-- Atomic overlap matrices over the occupied orbitals: each is positive semidefinite,
and together they sum to the identity. -/
structure IsAtomicPartition (S : ι → Matrix n n ℂ) : Prop where
  posSemidef : ∀ A, (S A).PosSemidef
  sum_eq_one : ∑ A, S A = 1

/-- The electron population `N_A = 2 Re tr S^A` of an atom in a closed-shell determinant. -/
def population (S : ι → Matrix n n ℂ) (A : ι) : ℝ := 2 * (S A).trace.re

/-- The localisation index `λ_A = 2 Re tr (S^A S^A)`. -/
def localisation (S : ι → Matrix n n ℂ) (A : ι) : ℝ := 2 * (S A * S A).trace.re

/-- The delocalisation index `δ_AB = 4 Re tr (S^A S^B)`. -/
def delocalisation (S : ι → Matrix n n ℂ) (A B : ι) : ℝ := 4 * (S A * S B).trace.re

/-- Sum rule: the localisation index of an atom plus half its delocalisation indices with all other
atoms is its electron population. -/
theorem valence_sum_rule {S : ι → Matrix n n ℂ} (hS : IsAtomicPartition S) (A : ι) :
    localisation S A + (1 / 2) * ∑ B ∈ univ.erase A, delocalisation S A B
      = population S A := by
  have h : ∑ B, (S A * S B).trace.re = (S A).trace.re := by
    rw [← Complex.re_sum, ← Matrix.trace_sum, ← Finset.mul_sum, hS.sum_eq_one, mul_one]
  have hsplit := Finset.add_sum_erase univ (fun B => (S A * S B).trace.re)
    (Finset.mem_univ A)
  simp only [localisation, delocalisation, population, ← Finset.mul_sum]
  linarith

/-- Summed over the molecule, localisation indices and half the delocalisation indices of
all ordered pairs of distinct atoms give twice the number of occupied orbitals. -/
theorem total_electron_count {S : ι → Matrix n n ℂ} (hS : IsAtomicPartition S) :
    ∑ A, localisation S A + (1 / 2) * ∑ A, ∑ B ∈ univ.erase A, delocalisation S A B
      = 2 * (Fintype.card n : ℝ) := by
  rw [Finset.mul_sum, ← Finset.sum_add_distrib,
    Finset.sum_congr rfl fun A _ => valence_sum_rule hS A]
  simp only [population]
  rw [← Finset.mul_sum, ← Complex.re_sum, ← Matrix.trace_sum, hS.sum_eq_one,
    Matrix.trace_one, Complex.natCast_re]

end

end ValenceSumRules
```

The error:

```
Main.lean:46:2: error: `simp` made no progress
```

Cause. The error says that `simp only [population]` found nothing to rewrite, although the goal at that point is a sum of populations. The reason is the form the preceding `rw` leaves. Lean has to infer the new summand from `valence_sum_rule`, whose right side is `population S A`, and it settles on the function `population S`, without the final argument. The definition of `population` takes both `S` and `A`, so `simp only` unfolds it only where both are given, and here the atom is missing.

The repair first states the sum rule as `hN`, with `2 * (S A).trace.re` on the right. Lean accepts `valence_sum_rule hS A` as its proof because the two right sides are equal by definition. Rewriting with `hN` puts the explicit formula under the sum, so there is nothing left to unfold and `← Finset.mul_sum` can take out the factor 2. The `simp only` line is therefore dropped; joining the two `rw` calls into one is mere tidying.

The mended proof, as a diff:

```diff
@@ -42,8 +42,8 @@
     ∑ A, localisation S A + (1 / 2) * ∑ A, ∑ B ∈ univ.erase A, delocalisation S A B
       = 2 * (Fintype.card n : ℝ) := by
-  rw [Finset.mul_sum, ← Finset.sum_add_distrib,
-    Finset.sum_congr rfl fun A _ => valence_sum_rule hS A]
-  simp only [population]
-  rw [← Finset.mul_sum, ← Complex.re_sum, ← Matrix.trace_sum, hS.sum_eq_one,
+  have hN : ∀ A, localisation S A + (1 / 2) * ∑ B ∈ univ.erase A, delocalisation S A B
+      = 2 * (S A).trace.re := fun A => valence_sum_rule hS A
+  rw [Finset.mul_sum, ← Finset.sum_add_distrib, Finset.sum_congr rfl fun A _ => hN A,
+    ← Finset.mul_sum, ← Complex.re_sum, ← Matrix.trace_sum, hS.sum_eq_one,
     Matrix.trace_one, Complex.natCast_re]
 
```
